# With balanced slopes, the best limiting energy is finite, convex in the offsets and moves no more than the largest offset change

**Q:** To ask how low the most uphill step of a catalytic cycle can be brought, you must decide what "varying the catalyst" means. You let a vector x of descriptors, say a few adsorption energies, run over all of ℝᵐ. Why should I accept that?

**A:** As an idealisation. Linear scaling relations make the energy of step i an affine function of the descriptors, and the formula makes sense for every x in ℝᵐ:

E_i(x) = ⟨a_i, x⟩ + b_i,

with slope vector a_i and offset b_i. Here, breaking a scaling relation is modelled as changing offsets at fixed slopes; a catalyst that changes the slopes is outside the model. What the hypotheses leave open is whether a real material sits at, or near, a given x.

The steps are indexed by a finite nonempty type `ι`, and `m` is the number of descriptors.

```lean
import Mathlib

open Matrix

namespace BreakingScalingRelations

noncomputable section

variable {ι : Type*} [Fintype ι] [Nonempty ι] {m : ℕ}
```

**Q:** And the quantity to be lowered?

**A:** The largest step energy, which I write E(b,x) = max_i E_i(x). In Lean the maximum is `Finset.sup'`, and `⬝ᵥ` is the dot product. This is a reaction energy, not an activation barrier, and not yet a limiting potential, which would need a division by charge and a sign convention.

```lean
/-- The limiting energy at descriptor `x`: the largest of the step energies
`⟨a i, x⟩ + b i`. -/
def limitingEnergy (a : ι → Fin m → ℝ) (b : ι → ℝ) (x : Fin m → ℝ) : ℝ :=
  Finset.univ.sup' Finset.univ_nonempty (fun i => a i ⬝ᵥ x + b i)
```

The best achievable value is V(b) = inf_x E(b,x), called `bestEnergy`. It is an infimum, so no optimal descriptor is presupposed.

```lean
/-- The best achievable limiting energy for offsets `b`: the infimum of the limiting energy
over all descriptors, meaningful when the limiting energy is bounded below. -/
def bestEnergy (a : ι → Fin m → ℝ) (b : ι → ℝ) : ℝ :=
  ⨅ x, limitingEnergy a b x
```

**Q:** That infimum could be −∞. If every step goes downhill along one direction, your ideal catalyst is absurd.

**A:** Hence the condition on the slopes: there are weights w_i ≥ 0 with Σ w_i = 1 and Σ w_i a_i = 0.

```lean
omit [Nonempty ι] in
/-- The slopes are balanced when some nonnegative weights summing to one average them
to zero. -/
def Balanced (a : ι → Fin m → ℝ) : Prop :=
  ∃ w : ι → ℝ, (∀ i, 0 ≤ w i) ∧ ∑ i, w i = 1 ∧ ∑ i, w i • a i = 0
```

The physics behind it is thermodynamic. If each step occurs once per cycle, the step energies add up to the overall reaction energy, which doesn't depend on the catalyst. The slopes then sum to zero, and equal weights work. `Balanced` refers to this condition on slopes, not to the balancing of a chemical equation.

**Q:** Show me that it gives a lower bound.

**A:** No step energy exceeds the maximum, which is the next lemma.

```lean
/-- Each step energy is at most the limiting energy at the same descriptor. -/
theorem step_le_limitingEnergy (a : ι → Fin m → ℝ) (b : ι → ℝ) (x : Fin m → ℝ) (i : ι) :
    a i ⬝ᵥ x + b i ≤ limitingEnergy a b x :=
  Finset.le_sup' (fun i => a i ⬝ᵥ x + b i) (Finset.mem_univ i)
```

Now average the step energies with the weights:

Σ w_i E_i(x) = ⟨Σ w_i a_i, x⟩ + Σ w_i b_i = Σ w_i b_i.

The descriptor has disappeared. A weighted average is at most the maximum, so

Σ w_i b_i ≤ E(b,x) for every x.

**Q:** Perhaps a weaker condition would do.

**A:** No. Suppose the slopes are not balanced. The set K of all averages Σ w_i a_i, with nonnegative weights summing to one, is convex and compact, and it misses zero. A hyperplane therefore separates it from zero: there are a vector y and a number u > 0 with ⟨v, y⟩ > u for all v in K, in particular for every a_i. Let M = E(b,0) = max_i b_i. For r ≥ 0,

E_i(−r y) = b_i − r⟨a_i, y⟩ ≤ M − r u.

All steps sink together without limit, whatever the offsets.

The Lean proof has the same two halves, with the separation first. It obtains K as the image of `stdSimplex ℝ ι` under a linear map `L`, separates it from zero with `geometric_hahn_banach_point_closed`, and turns the resulting functional `f` into the vector `y`. Given a supposed bound B, it takes r = (|M − B| + 1)/u, which puts the limiting energy below B. The closing `calc` is the averaging argument.

```lean
/-- For any offsets, the limiting energy is bounded below over descriptor space exactly when
the slopes are balanced. -/
theorem bddBelow_iff_balanced (a : ι → Fin m → ℝ) (b : ι → ℝ) :
    BddBelow (Set.range (limitingEnergy a b)) ↔ Balanced a := by
  constructor
  · rintro ⟨B, hB⟩
    by_contra hbal
    obtain ⟨L, hL⟩ : ∃ L : (ι → ℝ) →ₗ[ℝ] (Fin m → ℝ), ∀ w, L w = ∑ i, w i • a i :=
      ⟨{ toFun := fun w => ∑ i, w i • a i
         map_add' := fun v w => by simp [add_smul, Finset.sum_add_distrib]
         map_smul' := fun r w => by simp [mul_smul, Finset.smul_sum] }, fun _ => rfl⟩
    -- the weighted slopes form a compact convex set that misses zero
    have hconv : Convex ℝ (L '' stdSimplex ℝ ι) := (convex_stdSimplex ℝ ι).linear_image L
    have hclosed : IsClosed (L '' stdSimplex ℝ ι) :=
      ((isCompact_stdSimplex ..).image L.continuous_of_finiteDimensional).isClosed
    have hzero : (0 : Fin m → ℝ) ∉ L '' stdSimplex ℝ ι := by
      rintro ⟨w, hw, h0⟩
      exact hbal ⟨w, hw.1, hw.2, by rw [← hL, h0]⟩
    obtain ⟨f, u, hu, hf⟩ := geometric_hahn_banach_point_closed hconv hclosed hzero
    rw [map_zero] at hu
    have hfa : ∀ i, u < f (a i) := by
      classical
      intro i
      apply hf
      refine ⟨fun j => if j = i then 1 else 0, ⟨fun j => ?_, by simp⟩, by simp [hL]⟩
      dsimp only
      split_ifs <;> norm_num
    -- the separating functional is a direction in descriptor space
    obtain ⟨y, hy⟩ : ∃ y : Fin m → ℝ, ∀ v, v ⬝ᵥ y = f v :=
      ⟨fun j => f (fun k => if j = k then 1 else 0), fun v =>
        (LinearMap.pi_apply_eq_sum_univ (f : (Fin m → ℝ) →ₗ[ℝ] ℝ) v).symm⟩
    set M := limitingEnergy a b 0 with hM
    set r := (|M - B| + 1) / u with hr
    have hr0 : 0 ≤ r := by positivity
    have hru : r * u = |M - B| + 1 := div_mul_cancel₀ _ hu.ne'
    -- going far against it lowers every step below the supposed bound
    have hup : limitingEnergy a b ((-r) • y) ≤ M - (|M - B| + 1) := by
      refine Finset.sup'_le _ _ fun i _ => ?_
      have h1 := step_le_limitingEnergy a b 0 i
      rw [dotProduct_zero, zero_add, ← hM] at h1
      have h2 := mul_le_mul_of_nonneg_left (hfa i).le hr0
      rw [dotProduct_smul, hy, smul_eq_mul]
      linarith
    have hlow : B ≤ limitingEnergy a b ((-r) • y) := hB ⟨_, rfl⟩
    linarith [le_abs_self (M - B)]
  · rintro ⟨w, hw, hsum, hbal⟩
    refine ⟨∑ i, w i * b i, ?_⟩
    rintro _ ⟨x, rfl⟩
    -- averaging with the weights removes the descriptor
    have h0 : ∑ i, w i * (a i ⬝ᵥ x) = 0 := by
      have h : ∑ i, w i * (a i ⬝ᵥ x) = (∑ i, w i • a i) ⬝ᵥ x := by
        simp only [dotProduct, Finset.sum_apply, Pi.smul_apply, smul_eq_mul,
          Finset.sum_mul, Finset.mul_sum]
        rw [Finset.sum_comm]
        exact Finset.sum_congr rfl fun j _ => Finset.sum_congr rfl fun i _ => by ring
      rw [h, hbal, zero_dotProduct]
    calc ∑ i, w i * b i = ∑ i, w i * (a i ⬝ᵥ x + b i) := by
          simp only [mul_add, Finset.sum_add_distrib, h0, zero_add]
      _ ≤ ∑ i, w i * limitingEnergy a b x := Finset.sum_le_sum fun i _ =>
          mul_le_mul_of_nonneg_left (step_le_limitingEnergy a b x i) (hw i)
      _ = limitingEnergy a b x := by rw [← Finset.sum_mul, hsum, one_mul]
```

**Q:** So V is finite. Why convex in b? The optimal descriptor moves when the offsets change.

**A:** Let it move. Take offsets b and c, descriptors x and y, and s, t ≥ 0. For each step,

⟨a_i, s x + t y⟩ + s b_i + t c_i = s(⟨a_i, x⟩ + b_i) + t(⟨a_i, y⟩ + c_i) ≤ s E(b,x) + t E(c,y).

Taking the maximum over i gives joint convexity when s + t = 1. The lemma itself doesn't need that restriction.

```lean
/-- For nonnegative `s` and `t`, the limiting energy for offsets `s • b + t • c` at descriptor
`s • x + t • y` is at most `s` times that for `b` at `x` plus `t` times that for `c` at `y`. With
`s + t = 1` this is joint convexity in the offsets and the descriptor. -/
theorem limitingEnergy_mix_le (a : ι → Fin m → ℝ) (b c : ι → ℝ) (x y : Fin m → ℝ)
    {s t : ℝ} (hs : 0 ≤ s) (ht : 0 ≤ t) :
    limitingEnergy a (s • b + t • c) (s • x + t • y) ≤
      s * limitingEnergy a b x + t * limitingEnergy a c y := by
  refine Finset.sup'_le _ _ fun i _ => ?_
  have h1 := mul_le_mul_of_nonneg_left (step_le_limitingEnergy a b x i) hs
  have h2 := mul_le_mul_of_nonneg_left (step_le_limitingEnergy a c y i) ht
  simp only [dotProduct_add, dotProduct_smul, Pi.add_apply, Pi.smul_apply, smul_eq_mul]
  linarith
```

For V, let s + t = 1 and ε > 0, and choose x and y with E(b,x) < V(b) + ε and E(c,y) < V(c) + ε. Then

V(s b + t c) ≤ E(s b + t c, s x + t y) ≤ s V(b) + t V(c) + ε.

Since ε is arbitrary, V is convex.

**Q:** And if my offsets are slightly wrong?

**A:** Suppose b_i ≤ c_i + d for every step. Then for every x,

V(b) ≤ E(b,x) ≤ E(c,x) + d,

and the infimum over x gives V(b) ≤ V(c) + d. In Lean, `ciInf_le` supplies the first inequality and `le_ciInf` takes the infimum.

```lean
/-- For balanced slopes, if no offset in `b` exceeds that in `c` by more than `d`, then the
best limiting energy for `b` exceeds that for `c` by at most `d`. -/
theorem bestEnergy_le_add {a : ι → Fin m → ℝ} (ha : Balanced a) {b c : ι → ℝ} {d : ℝ}
    (h : ∀ i, b i ≤ c i + d) : bestEnergy a b ≤ bestEnergy a c + d := by
  have key : bestEnergy a b - d ≤ bestEnergy a c := by
    refine le_ciInf fun x => ?_
    have h1 : bestEnergy a b ≤ limitingEnergy a b x :=
      ciInf_le ((bddBelow_iff_balanced a b).2 ha) x
    have h2 : limitingEnergy a b x ≤ limitingEnergy a c x + d :=
      Finset.sup'_le _ _ fun i _ => by linarith [step_le_limitingEnergy a c x i, h i]
    linarith
  linarith
```

With d = max_i |b_i − c_i| the assumption holds in both directions, so

|V(b) − V(c)| ≤ max_i |b_i − c_i|.

If the offsets come from electronic-structure calculations, an error of at most d in each of them shifts V by at most d, within this linear model with fixed, balanced slopes.

**Q:** Then read me the main theorem, and tell me where someone could misstate it.

**A:** For balanced slopes it says three things. For every b, `bestEnergy a b` is the greatest lower bound of the limiting energies (`IsGLB`). As a function of b it is convex on the whole offset space. And it obeys the inequality above.

The misstatement would be to drop the balance hypothesis and keep only the last two claims. Lean's real infimum of a set unbounded below is 0, so for unbalanced slopes `bestEnergy` would be 0 for all offsets, and convexity and the inequality would hold with no physical content. The `IsGLB` claim, by contrast, is false for unbalanced slopes.

The proof gets `IsGLB` from boundedness, convexity from the ε-optimal descriptors, and the inequality from two uses of the previous lemma.

```lean
/-- For balanced slopes the best limiting energy is a finite infimum for all offsets, is convex
in the offsets, and changes by at most the largest absolute change of an offset. -/
theorem bestEnergy_finite_convex_lipschitz {a : ι → Fin m → ℝ} (ha : Balanced a) :
    (∀ b, IsGLB (Set.range (limitingEnergy a b)) (bestEnergy a b)) ∧
    ConvexOn ℝ Set.univ (bestEnergy a) ∧
    ∀ b c, |bestEnergy a b - bestEnergy a c| ≤
      Finset.univ.sup' Finset.univ_nonempty (fun i => |b i - c i|) := by
  refine ⟨fun b => isGLB_ciInf ((bddBelow_iff_balanced a b).2 ha),
    ⟨convex_univ, fun b _ c _ s t hs ht hst => ?_⟩, fun b c => ?_⟩
  · -- mix descriptors that are optimal up to ε
    refine le_of_forall_pos_le_add fun ε hε => ?_
    obtain ⟨x, hx⟩ := exists_lt_of_ciInf_lt (lt_add_of_pos_right (bestEnergy a b) hε)
    obtain ⟨y, hy⟩ := exists_lt_of_ciInf_lt (lt_add_of_pos_right (bestEnergy a c) hε)
    have h1 : bestEnergy a (s • b + t • c) ≤
        limitingEnergy a (s • b + t • c) (s • x + t • y) :=
      ciInf_le ((bddBelow_iff_balanced a _).2 ha) _
    have h2 := limitingEnergy_mix_le a b c x y hs ht
    have h3 := mul_le_mul_of_nonneg_left hx.le hs
    have h4 := mul_le_mul_of_nonneg_left hy.le ht
    have h5 : s * ε + t * ε = ε := by rw [← add_mul, hst, one_mul]
    simp only [smul_eq_mul]
    linarith
  · have hd : ∀ i, |b i - c i| ≤
        Finset.univ.sup' Finset.univ_nonempty (fun i => |b i - c i|) :=
      fun i => Finset.le_sup' (fun i => |b i - c i|) (Finset.mem_univ i)
    have h1 := bestEnergy_le_add ha (b := b) (c := c)
      fun i => by linarith [hd i, le_abs_self (b i - c i)]
    have h2 := bestEnergy_le_add ha (b := c) (c := b)
      fun i => by linarith [hd i, neg_abs_le (b i - c i)]
    exact abs_sub_le_iff.2 ⟨by linarith, by linarith⟩
```

**Q:** My catalysts still don't fill ℝᵐ. Does anything survive if I only have a list of materials?

**A:** The offset inequality does, by the same argument. Replace ℝᵐ by any nonempty set D of descriptors and keep the slopes balanced. The averaging bound holds at each x in D, and so does the pointwise comparison, so the infimum over D again moves by at most max_i |b_i − c_i|. The convexity argument carries over if D is convex, since it uses the mixed descriptor s x + t y.

**Q:** Back to all of ℝᵐ. Which offset changes actually help?

**A:** Not those that a change of descriptor can imitate. Let b'_i = b_i + ⟨a_i, y⟩ + t, where y is now a fixed displacement in descriptor space and t an energy of either sign, no longer a mixing weight. Then

E(b',x) = E(b, x + y) + t.

As x runs over ℝᵐ, so does x + y, hence V(b') = V(b) + t. The part along the slopes is absorbed completely. The uniform part passes through in full, so with y = 0 the offset inequality becomes an equality and its constant one can't be lowered.

**Q:** What is a uniform shift physically? You said the overall reaction energy is fixed.

**A:** It is fixed when only the catalyst changes. A uniform shift changes the total, as a change of electrode potential does when every step transfers one electron in the same direction.

The Lean proof shows the equality as two inequalities, evaluating the limiting energy at `x - y` for one and at `x + y` for the other.

```lean
/-- For balanced slopes, changing the offsets by `⟨a i, y⟩ + t` changes the best limiting
energy by exactly `t`. -/
theorem bestEnergy_shift {a : ι → Fin m → ℝ} (ha : Balanced a) (b : ι → ℝ)
    (y : Fin m → ℝ) (t : ℝ) :
    bestEnergy a (fun i => b i + (a i ⬝ᵥ y + t)) = bestEnergy a b + t := by
  set b' : ι → ℝ := fun i => b i + (a i ⬝ᵥ y + t) with hb'
  -- a displacement of the descriptor absorbs the part along the slopes
  have h1 : bestEnergy a b' - t ≤ bestEnergy a b := by
    refine le_ciInf fun x => ?_
    have h : bestEnergy a b' ≤ limitingEnergy a b' (x - y) :=
      ciInf_le ((bddBelow_iff_balanced a b').2 ha) _
    have h' : limitingEnergy a b' (x - y) ≤ limitingEnergy a b x + t := by
      refine Finset.sup'_le _ _ fun i _ => ?_
      simp only [hb', dotProduct_sub]
      linarith [step_le_limitingEnergy a b x i]
    linarith
  have h2 : bestEnergy a b + t ≤ bestEnergy a b' := by
    refine le_ciInf fun x => ?_
    have h : bestEnergy a b ≤ limitingEnergy a b (x + y) :=
      ciInf_le ((bddBelow_iff_balanced a b).2 ha) _
    have h' : limitingEnergy a b (x + y) ≤ limitingEnergy a b' x - t := by
      refine Finset.sup'_le _ _ fun i _ => ?_
      have hi := step_le_limitingEnergy a b' x i
      simp only [hb', dotProduct_add] at hi ⊢
      linarith
    linarith
  linarith
```

**Q:** Give me one cycle that meets the condition.

**A:** Take three steps and two descriptors x₀ and x₁, with step energies x₀, x₁ and −x₀ − x₁ plus offsets. The first two steps lead to two successive intermediates, and the third closes the cycle. The slopes are (1, 0), (0, 1) and (−1, −1), and weights of 1/3 average them to zero. Lean checks this one component at a time.

```lean
/-- Three steps with slopes `(1, 0)`, `(0, 1)` and `(-1, -1)` in two descriptors are
balanced. -/
theorem balanced_witness :
    Balanced (![![1, 0], ![0, 1], ![-1, -1]] : Fin 3 → Fin 2 → ℝ) := by
  refine ⟨fun _ => 1 / 3, fun _ => by norm_num, by norm_num, ?_⟩
  ext j
  fin_cases j <;> simp [Fin.sum_univ_three]

end

end BreakingScalingRelations
```

```lean
#print axioms BreakingScalingRelations.bestEnergy_finite_convex_lipschitz
#print axioms BreakingScalingRelations.bestEnergy_shift
```

```
'BreakingScalingRelations.bestEnergy_finite_convex_lipschitz' depends on axioms: [propext, Classical.choice, Quot.sound]
'BreakingScalingRelations.bestEnergy_shift' depends on axioms: [propext, Classical.choice, Quot.sound]
```
